# Every finite-index group of integer translations in the plane has two generators whose cell area, in reference cells, is its index

Translations of a two-dimensional lattice are written here as pairs of integers, with areas measured in units of the reference cell. The theorem `exists_primitive_cell` says that any subgroup `L` of these translations is generated by two vectors `p` and `q`, and that the absolute value of their determinant is the index of `L`. Infinite index is recorded as 0, which covers the degenerate case where the two vectors span no area. The proof takes `(a, 0)`, where `a` generates the translations in `L` along the first axis, and a vector `(b, d)` in `L`, where `d` generates the projection of `L` on the second axis. It shows that every element of `L` is an integer combination of these two, then gets the index from the preceding lemma as the product of the absolute values of `a` and `d`.

An attempt in Lean 4 with a fault in it:

```lean
import Mathlib

namespace ExistsPrimitiveCell

/-- The signed area of the cell spanned by two integer vectors, in units of the
reference cell. -/
def cellDet (p q : ℤ × ℤ) : ℤ := p.1 * q.2 - p.2 * q.1

/-- The index of a group of translations is the index of its translations along the first axis
times the index of its projection on the second axis (an infinite index counts as 0). -/
theorem index_eq_row_mul_projection (L : AddSubgroup (ℤ × ℤ)) :
    L.index = (L.comap (AddMonoidHom.inl ℤ ℤ)).index *
      (L.map (AddMonoidHom.snd ℤ ℤ)).index := by
  have hK : (AddMonoidHom.inl ℤ ℤ).range = (AddMonoidHom.snd ℤ ℤ).ker := by
    ext ⟨a, b⟩
    constructor
    · rintro ⟨c, hc⟩
      exact AddMonoidHom.mem_ker.2 (congrArg Prod.snd hc).symm
    · intro h
      have hb : b = 0 := AddMonoidHom.mem_ker.1 h
      exact ⟨a, by rw [hb]; rfl⟩
  have hs : Function.Surjective (AddMonoidHom.snd ℤ ℤ) := fun b => ⟨(0, b), rfl⟩
  have h1 : L.relIndex (L ⊔ (AddMonoidHom.snd ℤ ℤ).ker)
      = L.relIndex (AddMonoidHom.snd ℤ ℤ).ker := by
    rw [AddSubgroup.relIndex_sup_left]
  have h2 : (L ⊔ (AddMonoidHom.snd ℤ ℤ).ker).index
      = (L.map (AddMonoidHom.snd ℤ ℤ)).index := by
    rw [← AddSubgroup.comap_map_eq, AddSubgroup.index_comap_of_surjective _ hs]
  rw [AddSubgroup.index_comap, hK, ← h1, ← h2]
  exact (AddSubgroup.relIndex_mul_index le_sup_left).symm

/-- Every group of integer translations in the plane is generated by two vectors whose cell area
is the index of the group (an infinite index counts as 0). -/
theorem exists_primitive_cell (L : AddSubgroup (ℤ × ℤ)) :
    ∃ p q : ℤ × ℤ, AddSubgroup.closure {p, q} = L ∧ L.index = (cellDet p q).natAbs := by
  have hidx : ∀ a : ℤ, (AddSubgroup.zmultiples a).index = a.natAbs := fun a =>
    (Nat.card_congr (Int.quotientZMultiplesEquivZMod a).toEquiv).trans (Nat.card_zmod _)
  obtain ⟨a, ha⟩ := Int.subgroup_cyclic (L.comap (AddMonoidHom.inl ℤ ℤ))
  obtain ⟨d, hd⟩ := Int.subgroup_cyclic (L.map (AddMonoidHom.snd ℤ ℤ))
  rw [← AddSubgroup.zmultiples_eq_closure] at ha hd
  have haL : a ∈ L.comap (AddMonoidHom.inl ℤ ℤ) := by
    rw [ha]; exact AddSubgroup.mem_zmultiples a
  have hdL : d ∈ L.map (AddMonoidHom.snd ℤ ℤ) := by
    rw [hd]; exact AddSubgroup.mem_zmultiples d
  obtain ⟨⟨b, d'⟩, hb, hbd⟩ := hdL
  have hbL : ((b, d) : ℤ × ℤ) ∈ L := by
    have e : d' = d := hbd
    rw [← e]; exact hb
  refine ⟨(a, 0), (b, d), le_antisymm ?_ ?_, ?_⟩
  · rw [AddSubgroup.closure_le]
    rintro x (rfl | rfl)
    · exact haL
    · exact hbL
  · -- remove the second component with (b, d), the rest lies along the first axis
    rintro ⟨x, y⟩ hxy
    have hy : y ∈ AddSubgroup.zmultiples d := by rw [← hd]; exact ⟨(x, y), hxy, rfl⟩
    obtain ⟨n, hn⟩ := AddSubgroup.mem_zmultiples_iff.1 hy
    simp only [smul_eq_mul] at hn
    have hx : x - n * b ∈ AddSubgroup.zmultiples a := by
      rw [← ha]
      have h := L.sub_mem hxy (L.zsmul_mem hbL n)
      have e : ((x, y) : ℤ × ℤ) - n • ((b, d) : ℤ × ℤ) = (x - n * b, 0) :=
        Prod.ext (by simp) (by simp [hn])
      rw [e] at h
      exact h
    obtain ⟨m, hm⟩ := AddSubgroup.mem_zmultiples_iff.1 hx
    simp only [smul_eq_mul] at hm
    have e : ((x, y) : ℤ × ℤ) = m • ((a, 0) : ℤ × ℤ) + n • ((b, d) : ℤ × ℤ) :=
      Prod.ext (by simp only [Prod.fst_add, Prod.smul_fst, smul_eq_mul]; linarith)
        (by simp only [Prod.snd_add, Prod.smul_snd, smul_eq_mul]; linarith)
    rw [e]
    exact add_mem (zsmul_mem (AddSubgroup.subset_closure (Set.mem_insert _ _)) m)
      (zsmul_mem (AddSubgroup.subset_closure (Set.mem_insert_of_mem _ rfl)) n)
  · rw [index_eq_row_mul_projection, ha, hd, hidx, hidx, ← Int.natAbs_mul]
    simp [cellDet]

end ExistsPrimitiveCell
```

Messages:

```
Main.lean:73:7: error: (deterministic) timeout at `isDefEq`, maximum number of heartbeats (200000) has been reached

Note: Use `set_option maxHeartbeats <num>` to set the limit.

Hint: Additional diagnostic information may be available using the `set_option diagnostics true` command.
Main.lean:32:0: error: (deterministic) timeout at `whnf`, maximum number of heartbeats (200000) has been reached

Note: Use `set_option maxHeartbeats <num>` to set the limit.

Hint: Additional diagnostic information may be available using the `set_option diagnostics true` command.
```

Fix (accepted with no message):

```diff
@@ -69,7 +69,12 @@
       Prod.ext (by simp only [Prod.fst_add, Prod.smul_fst, smul_eq_mul]; linarith)
         (by simp only [Prod.snd_add, Prod.smul_snd, smul_eq_mul]; linarith)
-    rw [e]
-    exact add_mem (zsmul_mem (AddSubgroup.subset_closure (Set.mem_insert _ _)) m)
-      (zsmul_mem (AddSubgroup.subset_closure (Set.mem_insert_of_mem _ rfl)) n)
+    have hp : ((a, 0) : ℤ × ℤ) ∈ AddSubgroup.closure ({(a, 0), (b, d)} : Set (ℤ × ℤ)) :=
+      AddSubgroup.subset_closure (Set.mem_insert _ _)
+    have hq : ((b, d) : ℤ × ℤ) ∈ AddSubgroup.closure ({(a, 0), (b, d)} : Set (ℤ × ℤ)) :=
+      AddSubgroup.subset_closure (Set.mem_insert_of_mem _ (Set.mem_singleton _))
+    have h := AddSubgroup.add_mem _ (AddSubgroup.zsmul_mem _ hp m)
+      (AddSubgroup.zsmul_mem _ hq n)
+    rw [← e] at h
+    exact h
   · rw [index_eq_row_mul_projection, ha, hd, hidx, hidx, ← Int.natAbs_mul]
     simp [cellDet]
```

What went wrong. Both messages are timeouts. The first points to the second `zsmul_mem`, in the step showing that `m • (a, 0) + n • (b, d)` lies in the closure of the two generators. There Lean had to fit a nested term to the goal, inferring the vector and the generating set as it went, and accept `rfl` as a proof of membership in a singleton. The check `isDefEq`, which decides whether two expressions agree by definition, ran out of heartbeats; the message does not say on which comparison. The second timeout is reported at the start of the whole declaration, which shares the same heartbeat budget.

The repair keeps the mathematics and leaves less to infer. `hp` and `hq` state in full that each generator lies in the closure, and `Set.mem_singleton` replaces `rfl`. The `AddSubgroup` versions of `add_mem` and `zsmul_mem` then build the combination from these facts, without having to fit the goal at the same time. Since `h` is now about the combination, `rw [← e] at h` turns it back into `(x, y)`, which is what the goal asks for.
